# Evaluating the determinant polynomial of a diagonal Löwdin-paired overlap shifted by t h

For a Löwdin-paired overlap matrix S = diag(s) and a second square matrix h, the determinant of S + X h is a polynomial in the formal variable X. The lemma `eval_overlapPoly` states that evaluating this polynomial at t gives the determinant of S + t h. The index set is finite and the entries lie in any commutative ring; h need not be Hermitian, and the overlaps s may take any values, zero included. The proof treats evaluation at t as a ring homomorphism, moves it inside the determinant, and compares the two matrices entry by entry, with diagonal and off-diagonal entries taken separately.

The failing Lean file:

```lean
import Mathlib

open Matrix Polynomial

namespace LowdinPairedOverlap

noncomputable section

variable {n R : Type*} [Fintype n] [DecidableEq n] [CommRing R]

/-- The polynomial `p(t) = det (S + t h)` for the Löwdin-paired overlap `S = diag(s)`. -/
def overlapPoly (s : n → R) (h : Matrix n n R) : R[X] :=
  (diagonal (fun i => C (s i)) + (X : R[X]) • h.map C).det

/-- The value of the polynomial at `t` is the determinant of `diag(s) + t h`. -/
theorem eval_overlapPoly (s : n → R) (h : Matrix n n R) (t : R) :
    (overlapPoly s h).eval t = (diagonal s + t • h).det := by
  rw [overlapPoly, ← coe_evalRingHom, RingHom.map_det]
  refine congrArg Matrix.det (Matrix.ext fun i j => ?_)
  by_cases hij : i = j
  · subst hij
    simp
  · simp [hij]

end

end LowdinPairedOverlap
```

Lean reports:

```
Main.lean:21:2: error: unsolved goals
case pos
n : Type u_1
R : Type u_2
inst✝² : Fintype n
inst✝¹ : DecidableEq n
inst✝ : CommRing R
s : n → R
h : Matrix n n R
t : R
i : n
⊢ h i i * t = t * h i i
Main.lean:23:2: error: unsolved goals
case neg
n : Type u_1
R : Type u_2
inst✝² : Fintype n
inst✝¹ : DecidableEq n
inst✝ : CommRing R
s : n → R
h : Matrix n n R
t : R
i j : n
hij : ¬i = j
⊢ h i j * t = t * h i j
```

Fix (accepted with no message):

```diff
@@ -21,5 +21,7 @@
   · subst hij
     simp
+    ring
   · simp [hij]
+    ring
 
 end
```

Both errors report the same kind of remainder. On the diagonal, `simp` leaves `h i i * t = t * h i i`; off the diagonal, it leaves `h i j * t = t * h i j`. The evaluation and the diagonal matrices have been dealt with, and only the order of a product is still open.

The two orders come from the two sides of the equation. On the polynomial side, `simp` puts the coefficient before the variable, turning `X * C a` into `C a * X`, which evaluates to `a * t`. On the other side, the scalar multiple `t • h` has entries with `t` in front. The two products are equal because `R` is a commutative ring, but `simp` does not use `mul_comm` by default, so it stops there.

The diff adds `ring` after each `simp`. This tactic proves identities in commutative rings, including a change in the order of factors, so it closes both goals.
